# Unscaled Gallup–Norbeck weights of a normalised state lie between 0 and 1 for a positive definite overlap matrix

To report how much of a computed state belongs to function i of a non-orthogonal basis, one can divide |c_i|², the squared modulus of its coefficient, by (S⁻¹)_ii, the diagonal element of the inverse overlap matrix. For a positive definite S and a normalised state this quotient lies between 0 and 1, and it equals 1 exactly when the coefficient vector c is a multiple of column i of S⁻¹.

```lean
import Mathlib

open Matrix
open scoped ComplexOrder

namespace InverseOverlapWeights

noncomputable section

variable {n : Type*} [Fintype n] [DecidableEq n]

/-- The inner product `x^H S y` of two states given by their coefficients in a basis with
overlap matrix `S`. -/
def overlap {n : Type*} [Fintype n] (S : Matrix n n ℂ) (x y : n → ℂ) : ℂ :=
  star x ⬝ᵥ (S *ᵥ y)

/-- Column `i` of the inverse overlap matrix, for invertible `S`. -/
def invCol (S : Matrix n n ℂ) (i : n) : n → ℂ := fun j => S⁻¹ j i

/-- The inverse-overlap weight `|c_i|² / (S⁻¹)_ii` of basis function `i`, for positive
definite `S`. -/
def weight (S : Matrix n n ℂ) (c : n → ℂ) (i : n) : ℝ :=
  ‖c i‖ ^ 2 / (S⁻¹ i i).re

/-- The state `c` minus `c_i / (S⁻¹)_ii` times column `i` of `S⁻¹`, for positive definite `S`. -/
def residual (S : Matrix n n ℂ) (c : n → ℂ) (i : n) : n → ℂ :=
  c - (c i / S⁻¹ i i) • invCol S i

/-- For positive definite `S`, the overlap matrix maps column `i` of its inverse to the
`i`-th unit vector. -/
theorem mulVec_invCol {S : Matrix n n ℂ} (hS : S.PosDef) (i : n) :
    S *ᵥ invCol S i = Pi.single i 1 := by
  ext j
  have h := congrFun (congrFun (Matrix.mul_nonsing_inv S hS.det_pos.ne'.isUnit) j) i
  rw [Matrix.mul_apply, Matrix.one_apply] at h
  rw [Pi.single_apply]
  exact h

/-- For positive definite `S`, the inner product of column `i` of `S⁻¹` with a state is the
coefficient `c_i` of that state. -/
theorem overlap_invCol {S : Matrix n n ℂ} (hS : S.PosDef) (i : n) (c : n → ℂ) :
    overlap S (invCol S i) c = c i := by
  have h : star (invCol S i) ᵥ* S = star (S *ᵥ invCol S i) := by
    rw [Matrix.star_mulVec, hS.isHermitian.eq]
  have hs : star (Pi.single i 1 : n → ℂ) = Pi.single i 1 := by
    ext j
    by_cases hj : j = i
    · subst hj
      simp
    · simp [hj]
  rw [overlap, Matrix.dotProduct_mulVec, h, mulVec_invCol hS, hs]
  simp

/-- The diagonal elements of the inverse of a positive definite overlap matrix are positive. -/
theorem inv_diag_pos {S : Matrix n n ℂ} (hS : S.PosDef) (i : n) : 0 < S⁻¹ i i := by
  have hg : invCol S i ≠ 0 := by
    intro h
    have h1 := congrFun (mulVec_invCol hS i) i
    rw [h] at h1
    simp at h1
  have h : 0 < overlap S (invCol S i) (invCol S i) := hS.dotProduct_mulVec_pos hg
  rw [overlap_invCol hS] at h
  exact h

/-- For positive definite `S`, the squared norm of a state is its weight on basis function `i`
plus the squared norm of the residual. -/
theorem overlap_self_eq {S : Matrix n n ℂ} (hS : S.PosDef) (c : n → ℂ) (i : n) :
    overlap S c c = (weight S c i : ℂ) + overlap S (residual S c i) (residual S c i) := by
  have hexp : ∀ (z : ℂ) (g : n → ℂ), overlap S (c - z • g) (c - z • g) =
      overlap S c c - z * overlap S c g - star z * overlap S g c
        + star z * z * overlap S g g := by
    intro z g
    simp only [overlap, Matrix.mulVec_sub, Matrix.mulVec_smul, star_sub, star_smul,
      sub_dotProduct, dotProduct_sub, smul_dotProduct, dotProduct_smul, smul_eq_mul]
    ring
  have hright : overlap S c (invCol S i) = star (c i) := by
    rw [overlap, mulVec_invCol hS]
    simp
  -- the diagonal element of the inverse is a positive real number t
  obtain ⟨t, ht, hti⟩ : ∃ t : ℝ, 0 < t ∧ S⁻¹ i i = (t : ℂ) := by
    have h := Complex.lt_def.1 (inv_diag_pos hS i)
    exact ⟨(S⁻¹ i i).re, h.1, Complex.ext rfl h.2.symm⟩
  have ht0 : (t : ℂ) ≠ 0 := Complex.ofReal_ne_zero.2 ht.ne'
  have hii : invCol S i i = (t : ℂ) := hti
  have hz : star (c i / (t : ℂ)) = star (c i) / (t : ℂ) := by simp
  have hn : ((‖c i‖ ^ 2 : ℝ) : ℂ) = star (c i) * c i := by
    rw [Complex.sq_norm, Complex.normSq_eq_conj_mul_self]
    rfl
  have h1 : star (c i) / (t : ℂ) * (c i / t) * t = star (c i) * c i / t := by
    field_simp
  rw [residual, hexp, hright, overlap_invCol hS, overlap_invCol hS, hii, weight, hti,
    Complex.ofReal_re, Complex.ofReal_div, hn, hz]
  linear_combination (-1 : ℂ) * h1

/-- For positive definite `S`, the residual vanishes exactly when the state is a multiple of
column `i` of `S⁻¹`. -/
theorem residual_eq_zero_iff {S : Matrix n n ℂ} (hS : S.PosDef) (c : n → ℂ) (i : n) :
    residual S c i = 0 ↔ ∃ a : ℂ, c = a • invCol S i := by
  constructor
  · intro h
    exact ⟨c i / S⁻¹ i i, sub_eq_zero.1 h⟩
  · rintro ⟨a, rfl⟩
    have h : (a • invCol S i) i / S⁻¹ i i = a :=
      mul_div_cancel_right₀ a (inv_diag_pos hS i).ne'
    rw [residual, h, sub_self]

/-- For positive definite `S`, the weight of basis function `i` is the least squared norm that
remains when any combination `d` of the other basis functions is subtracted from the state. -/
theorem weight_isLeast {S : Matrix n n ℂ} (hS : S.PosDef) (c : n → ℂ) (i : n) :
    IsLeast {x : ℝ | ∃ d : n → ℂ, d i = 0 ∧ x = (overlap S (c - d) (c - d)).re}
      (weight S c i) := by
  constructor
  · -- the minimum is reached by subtracting the residual
    have h0 : residual S c i i = 0 := by
      change c i - c i / S⁻¹ i i * S⁻¹ i i = 0
      rw [div_mul_cancel₀ _ (inv_diag_pos hS i).ne', sub_self]
    refine ⟨residual S c i, h0, ?_⟩
    have h1 : c - residual S c i = (c i / S⁻¹ i i) • invCol S i := sub_sub_cancel _ _
    have h2 := (residual_eq_zero_iff hS (c - residual S c i) i).2 ⟨_, h1⟩
    have h3 := overlap_self_eq hS (c - residual S c i) i
    have h4 : weight S (c - residual S c i) i = weight S c i := by simp [weight, h0]
    rw [h2, h4] at h3
    rw [h3]
    simp [overlap]
  · -- subtracting d leaves the coefficient of function i, hence the weight, unchanged
    rintro x ⟨d, hd, rfl⟩
    have h4 : weight S (c - d) i = weight S c i := by simp [weight, hd]
    have h5 : 0 ≤ overlap S (residual S (c - d) i) (residual S (c - d) i) :=
      hS.posSemidef.dotProduct_mulVec_nonneg _
    have h6 := (Complex.le_def.1 h5).1
    rw [Complex.zero_re] at h6
    rw [overlap_self_eq hS (c - d) i, h4, Complex.add_re, Complex.ofReal_re]
    linarith

/-- For positive definite `S` and a normalised state, each inverse-overlap weight lies between
0 and 1, and it equals 1 exactly when the state is a multiple of column `i` of `S⁻¹`. -/
theorem weight_mem_Icc_and_eq_one_iff {S : Matrix n n ℂ} (hS : S.PosDef) (c : n → ℂ)
    (hc : overlap S c c = 1) (i : n) :
    weight S c i ∈ Set.Icc (0 : ℝ) 1 ∧
      (weight S c i = 1 ↔ ∃ a : ℂ, c = a • invCol S i) := by
  have hsplit := overlap_self_eq hS c i
  rw [hc] at hsplit
  refine ⟨⟨?_, ?_⟩, ?_⟩
  · exact div_nonneg (sq_nonneg _) (Complex.lt_def.1 (inv_diag_pos hS i)).1.le
  · -- the choice d = 0 in the minimum principle
    have h := (weight_isLeast hS c i).2 ⟨0, rfl, rfl⟩
    rwa [sub_zero, hc, Complex.one_re] at h
  · rw [← residual_eq_zero_iff hS]
    constructor
    · intro hw
      by_contra hr
      have hpos : 0 < overlap S (residual S c i) (residual S c i) :=
        hS.dotProduct_mulVec_pos hr
      rw [hw, Complex.ofReal_one] at hsplit
      exact hpos.ne' (by linear_combination -hsplit)
    · intro hr
      rw [hr] at hsplit
      have h : (1 : ℂ) = (weight S c i : ℂ) := by simpa [overlap] using hsplit
      exact_mod_cast h.symm

/-- The overlap matrix of two normalised basis functions with real overlap `s`. -/
def pair (s : ℝ) : Matrix (Fin 2) (Fin 2) ℂ := !![1, (s : ℂ); (s : ℂ), 1]

/-- The overlap matrix of two normalised functions with real overlap `s` is positive definite
if `s² < 1`. -/
theorem pair_posDef {s : ℝ} (hs : s ^ 2 < 1) : (pair s).PosDef := by
  refine Matrix.posDef_iff_dotProduct_mulVec.2 ⟨?_, ?_⟩
  · refine Matrix.IsHermitian.ext fun i j => ?_
    fin_cases i <;> fin_cases j <;> simp [pair]
  · intro x hx
    -- complete the square in the first coefficient
    have hre : (star x ⬝ᵥ (pair s *ᵥ x)).re = ((x 0).re + s * (x 1).re) ^ 2
        + ((x 0).im + s * (x 1).im) ^ 2
        + (1 - s ^ 2) * ((x 1).re * (x 1).re + (x 1).im * (x 1).im) := by
      simp [pair, Matrix.mulVec, dotProduct, Fin.sum_univ_two]
      ring
    have him : (star x ⬝ᵥ (pair s *ᵥ x)).im = 0 := by
      simp [pair, Matrix.mulVec, dotProduct, Fin.sum_univ_two]
      ring
    refine Complex.lt_def.2 ⟨?_, by rw [Complex.zero_im, him]⟩
    rw [Complex.zero_re, hre]
    by_cases h1 : x 1 = 0
    · have h0 : x 0 ≠ 0 := fun h0 => hx (funext (Fin.forall_fin_two.2 ⟨h0, h1⟩))
      have h := Complex.normSq_pos.2 h0
      rw [Complex.normSq_apply] at h
      simp only [h1, Complex.zero_re, Complex.zero_im]
      nlinarith
    · have h := Complex.normSq_pos.2 h1
      rw [Complex.normSq_apply] at h
      have h2 := mul_pos (sub_pos.2 hs) h
      positivity

/-- For two normalised functions with real overlap `s`, `s² < 1`, the overlap matrix is positive
definite and both weights of the normalised symmetric combination are `(1 - s) / 2`. -/
theorem weight_pair_witness {s a : ℝ} (hs : s ^ 2 < 1)
    (ha : overlap (pair s) (fun _ => (a : ℂ)) (fun _ => (a : ℂ)) = 1) :
    (pair s).PosDef ∧ ∀ i, weight (pair s) (fun _ => (a : ℂ)) i = (1 - s) / 2 := by
  refine ⟨pair_posDef hs, fun i => ?_⟩
  have hnorm : 2 * a ^ 2 * (1 + s) = 1 := by
    have h := congrArg Complex.re ha
    simp [overlap, pair, Matrix.mulVec, dotProduct, Fin.sum_univ_two] at h
    linear_combination h
  obtain ⟨r, hr⟩ : ∃ r : ℝ, r * (1 - s ^ 2) = 1 :=
    ⟨(1 - s ^ 2)⁻¹, inv_mul_cancel₀ (sub_pos.2 hs).ne'⟩
  have hr0 : r ≠ 0 := left_ne_zero_of_mul_eq_one hr
  have hrc : (r : ℂ) * (1 - (s : ℂ) ^ 2) = 1 := by exact_mod_cast hr
  -- the explicit inverse overlap matrix
  have hinv : (pair s)⁻¹ = !![(r : ℂ), -(s * r); -(s * r), (r : ℂ)] := by
    apply Matrix.inv_eq_right_inv
    have e1 : 1 * (r : ℂ) + s * -(s * r) = 1 := by linear_combination hrc
    have e2 : 1 * -((s : ℂ) * r) + s * r = 0 := by ring
    have e3 : (s : ℂ) * r + 1 * -(s * r) = 0 := by ring
    have e4 : (s : ℂ) * -(s * r) + 1 * r = 1 := by linear_combination hrc
    rw [pair, Matrix.mul_fin_two, Matrix.one_fin_two, e1, e2, e3, e4]
  have hd : ((pair s)⁻¹ i i).re = r := by
    rw [hinv]
    fin_cases i <;> simp
  rw [weight, hd, Complex.norm_real, Real.norm_eq_abs, sq_abs, div_eq_iff hr0]
  linear_combination (r * (1 - s) / 2) * hnorm - a ^ 2 * hr

end

end InverseOverlapWeights
```

```lean
#print axioms InverseOverlapWeights.weight_mem_Icc_and_eq_one_iff
```

```
'InverseOverlapWeights.weight_mem_Icc_and_eq_one_iff' depends on axioms: [propext, Classical.choice, Quot.sound]
```

## What the weight measures

Let the state be ψ = Σ_j c_j χ_j. If χ_i overlaps with other basis functions, the numbers |c_j|² need not add up to the squared norm of ψ, and part of what χ_i describes can also be described by the other functions. The inverse-overlap weight

w_i = |c_i|² / (S⁻¹)_ii

counts only what the others cannot describe. By `weight_isLeast`, it is the smallest squared norm that can remain after any combination of the other basis functions has been subtracted from ψ. This holds without normalisation. `IsLeast` says both that the value is attained and that no choice gives less.

The main theorem, `weight_mem_Icc_and_eq_one_iff`, adds the condition c^H S c = 1. It places w_i in the closed interval [0,1] and gives the criterion for w_i = 1. A state that meets the criterion is orthogonal to every basis function except χ_i. It is generally not χ_i itself: a normalised χ_i that overlaps with other basis functions has w_i < 1.

Gallup–Norbeck weights are usually rescaled to sum to one. Here `weight` is the quotient before rescaling, and the criterion for the value 1 belongs to that quotient.

## States as coefficient vectors

The basis is labelled by a finite type `n`, and a state is a vector `n → ℂ`. The function `overlap S x y` is x^H S y, conjugate-linear in the first state. The word "overlap" can also mean a single matrix element S_ij; here it is the inner product of two states.

The hypothesis `S.PosDef` says that S is Hermitian and that every nonzero coefficient vector has positive squared norm. Physically, it stands for linearly independent basis functions. The step left to the user is the identification S_ij = ⟨χ_i|χ_j⟩ for actual orbitals or valence-bond structures, since the theorems start from the matrix. The basis functions need not be normalised.

An inequality 0 < z between complex numbers means here that z is real and positive. Thus `inv_diag_pos` also shows that (S⁻¹)_ii is real, and taking its real part in `weight` loses nothing.

In electronic structure, the result applies to the analysis of valence-bond wave functions or of single orbitals, within a finite, linearly independent basis.

## Splitting off one column of S⁻¹

Write g for column i of S⁻¹ (`invCol S i`), t for (S⁻¹)_ii, and e_i for the i-th unit vector. Since S S⁻¹ = 1,

S g = e_i.

This is `mulVec_invCol`, which reads off one column of the matrix identity; S is invertible because its determinant is positive. As S is Hermitian,

g^H S c = (S g)^H c = c_i,

which is `overlap_invCol`. For c = g this gives g^H S g = g_i = t. The vector g is nonzero because S g is nonzero, so t > 0.

Now subtract from c its component along g:

r = c − z g, with z = c_i / t.

This is `residual`. Its coefficient on function i is c_i − (c_i/t) t = 0. Expanding its squared norm, with c^H S g = c_i*, gives

r^H S r = c^H S c − z c_i* − z* c_i + |z|² t
= c^H S c − |c_i|²/t − |c_i|²/t + |c_i|²/t.

Hence

c^H S c = w_i + r^H S r.

In `overlap_self_eq`, the auxiliary statement `hexp` is the expansion, `hright` supplies c^H S g, and `linear_combination` collects the three equal terms.

The residual vanishes exactly for multiples of g. If r = 0, then c = z g. Conversely, if c = a g, then c_i = a t, so z = a and r = 0. These are the two directions of `residual_eq_zero_iff`.

## From the splitting to the bounds

Let d be any vector with d_i = 0, that is, a combination of the other functions. Then c − d has the same i-th coefficient as c, hence the same weight. If r′ denotes the residual of c − d, the splitting gives

(c − d)^H S (c − d) = w_i + r′^H S r′ ≥ w_i.

The choice d = r attains the bound, because c − r = z g has zero residual. The two parts of the proof of `weight_isLeast` establish these facts in the opposite order.

For a normalised state, d = 0 gives w_i ≤ 1, while w_i ≥ 0 follows from t > 0. The splitting now reads

1 = w_i + r^H S r.

If w_i = 1, then r^H S r = 0, and definiteness forces r = 0; Lean argues by contradiction from r ≠ 0. If r = 0, then w_i = 1. The criterion for r = 0 completes the proof.

## Two overlapping functions, and one alone

For two normalised functions with real overlap s, completing the square gives

x^H S x = |x_0 + s x_1|² + (1 − s²)|x_1|²,

so S is positive definite when s² < 1, as `pair_posDef` states. The symmetric state with both coefficients equal to a real number a is normalised when 2a²(1 + s) = 1. Both diagonal elements of S⁻¹ are 1/(1 − s²), so each weight is

a²(1 − s²) = (1 − s)/2.

This is `weight_pair_witness`, which takes the normalisation of a as a hypothesis; a = 1/√(2(1 + s)) satisfies it. The weights add up to 1 − s, which is 1 only for s = 0. As s approaches 1, both tend to zero, because either function can then describe nearly all of the state.

With a single basis function there is nothing to subtract. Then S is one positive number, the weight is S|c|², and every normalised state has weight 1.
